# Two positive definite metrics have a common principal frame, whose diagonal values are the squared principal stretches

Suppose a simulation cell with edges 1 and 2 along $x$ and $y$ is deformed until the edges are 2 and 1. The metric tensors before and after are $\mathrm{diag}(1,4)$ and $\mathrm{diag}(4,1)$. A code that diagonalises each metric separately and compares the sorted eigenvalues finds no strain at all, although one direction has doubled and the other has halved.

The matrix $G^{-1}G'$, built from the old metric $G$ and the new metric $G'$, gives the right values here, 4 and 1/4. In general, however, it is not symmetric, and a non-symmetric real matrix can have complex eigenvalues or too few eigenvectors. Without further argument, a code has no ground for taking square roots of its eigenvalues and calling them stretches.

## The identity and the length bound

Let the columns of $A$ be the lattice vectors of the reference cell, and let the deformation gradient $F$ carry them to $FA$. The metrics are $G=A^TA$ and $G'=(FA)^T(FA)$. If both are positive definite, there are an invertible real matrix $S$ and positive numbers $d_i$ with

$$S^TGS=1,\qquad S^TG'S=\mathrm{diag}(d_i),\qquad \det(X-G^{-1}G')=\prod_i (X-d_i).$$

The $d_i$ are also the eigenvalues of $F^TF$, so $d_i=l_i^2$ with $l_i>0$ the principal stretches, often written $\lambda_i$. If $a\le d_i\le b$ for all $i$, then every vector $x$ of fractional coordinates satisfies

$$a\,x^TGx\le x^TG'x\le b\,x^TGx.$$

If a code stores the lattice vectors as the rows of a matrix, $A$ is the transpose of that matrix.

## Cell strain, neighbour lists and overlap matrices

After a variable-cell relaxation or during a constant-pressure simulation, the current cell can be compared with a chosen reference cell. Solving $G's=d\,Gs$ as a generalised symmetric eigenproblem gives the squared stretches from the metrics alone, whatever the orientation of the two cells in space.

The bound applies to neighbour lists when atoms keep their fractional coordinates. If $a>0$, a pair separated by more than $r_c/\sqrt a$ in the reference cell cannot come within the cutoff $r_c$ in the deformed one.

In electronic structure, the overlap matrix of a finite, real, linearly independent basis takes the place of $G$ and the Fock matrix that of $G'$, but the existence theorem below assumes that the second matrix is positive definite too, which a Fock matrix generally is not.

## From two metrics to one frame

**Making $G$ the identity.** Since $G$ is symmetric, it has orthonormal eigenvectors. With these as the columns of $U$ and the eigenvalues $g_i$, we have $U^TU=1$ and $GU=U\,\mathrm{diag}(g_i)$, hence $U^TGU=\mathrm{diag}(g_i)$. Each $g_i=u_i^TGu_i$ is positive because the column $u_i$ is not zero. Put $D=\mathrm{diag}(g_i^{-1/2})$ and $T=UD$. Then

$$T^TGT=D\,(U^TGU)\,D=\mathrm{diag}(g_i^{-1/2}g_ig_i^{-1/2})=1.$$

**Diagonalising $G'$.** The matrix $T^TG'T$ is symmetric, so an orthogonal $V$ gives $V^T(T^TG'T)V=\mathrm{diag}(d_i)$. With $S=TV$,

$$S^TGS=V^T\,1\,V=1,\qquad S^TG'S=\mathrm{diag}(d_i).$$

The first relation makes $S$ invertible. Its columns $s_i$ are therefore nonzero, and $d_i=s_i^TG's_i>0$.

**Finding the eigenvalues.** The relation $(S^TG)S=1$ says that $S^TG$ is a left inverse of the square matrix $S$. It is then also a right inverse, so $SS^TG=1$ and $G^{-1}=SS^T$. Hence

$$G^{-1}G'S=S(S^TG'S)=S\,\mathrm{diag}(d_i),$$

and each $s_i$ is an eigenvector with eigenvalue $d_i$. Because $G^{-1}G'=S\,\mathrm{diag}(d_i)\,S^{-1}$, its characteristic polynomial is $\prod_i(X-d_i)$.

**Identifying the stretches.** Since $(\det A)^2=\det G>0$, the matrix $A$ is invertible. Inserting the cells gives

$$G^{-1}G'=A^{-1}A^{-T}A^TF^TFA=A^{-1}(F^TF)A.$$

This is similar to $F^TF$ and has the same eigenvalues. The stretches are $l_i=\sqrt{d_i}$.

**Bounding lengths.** Write $x=Sy$ with $y=S^TGx$. Then

$$x^TGx=\sum_i y_i^2,\qquad x^TG'x=\sum_i d_iy_i^2.$$

Since $y_i^2\ge0$, replacing each $d_i$ by $a$ or by $b$ gives the two inequalities.

## Lean source for the frame, the stretches and the bound

```lean
import Mathlib

open Matrix

namespace PrincipalStretches

variable {n : Type*} [Fintype n] [DecidableEq n]

/-- The columns of `S` form a principal frame of the metrics `G` and `G'` with values `d`:
they are orthonormal for `G`, and `G'` is diagonal in them with entries `d`. -/
def IsPrincipalFrame (G G' S : Matrix n n ℝ) (d : n → ℝ) : Prop :=
  Sᵀ * G * S = 1 ∧ Sᵀ * G' * S = diagonal d

/-- A real symmetric matrix is diagonalised by an orthogonal matrix. -/
theorem exists_orthogonal_diagonalisation (A : Matrix n n ℝ) (h : Aᵀ = A) :
    ∃ (U : Matrix n n ℝ) (d : n → ℝ), Uᵀ * U = 1 ∧ Uᵀ * A * U = diagonal d := by
  have hA : A.IsHermitian := by
    rw [Matrix.IsHermitian, conjTranspose_eq_transpose_of_trivial]
    exact h
  -- the columns of `U` are the orthonormal eigenvectors
  let U : Matrix n n ℝ := Matrix.of fun i j => (hA.eigenvectorBasis j).ofLp i
  have hU : Uᵀ * U = 1 := by
    ext i j
    have := orthonormal_iff_ite.mp hA.eigenvectorBasis.orthonormal i j
    rw [PiLp.inner_apply] at this
    simpa [U, Matrix.mul_apply, Matrix.one_apply, mul_comm] using this
  have hAU : A * U = U * diagonal hA.eigenvalues := by
    ext i j
    have h2 : (A * U) i j = hA.eigenvalues j * U i j :=
      congrFun (hA.mulVec_eigenvectorBasis j) i
    rw [Matrix.mul_diagonal, h2, mul_comm]
  refine ⟨U, hA.eigenvalues, hU, ?_⟩
  rw [Matrix.mul_assoc, hAU, ← Matrix.mul_assoc, hU, Matrix.one_mul]

/-- If a positive definite metric is diagonal in a frame `S` that has a left inverse, its
diagonal entries there are positive. -/
theorem diagonal_entries_pos {P S L : Matrix n n ℝ} {d : n → ℝ} (hP : P.PosDef)
    (hL : L * S = 1) (h : Sᵀ * P * S = diagonal d) (i : n) : 0 < d i := by
  let x : n → ℝ := fun k => S k i
  have hx : x ≠ 0 := by
    intro h0
    have h1 : ∀ k, S k i = 0 := fun k => congrFun h0 k
    have h2 := congrFun (congrFun hL i) i
    simp [Matrix.mul_apply, h1] at h2
  -- the diagonal entry is the squared length of the `i`-th column
  rw [Matrix.mul_assoc] at h
  have e : x ⬝ᵥ P *ᵥ x = diagonal d i i := congrFun (congrFun h i) i
  have hpos := hP.dotProduct_mulVec_pos hx
  rw [star_trivial, e, diagonal_apply_eq] at hpos
  exact hpos

/-- In a principal frame the columns of `S` are eigenvectors of `G⁻¹ G'` with eigenvalues `d`,
and the `d i` are all its eigenvalues, counted with multiplicity. -/
theorem IsPrincipalFrame.eigenvalues {G G' S : Matrix n n ℝ} {d : n → ℝ}
    (h : IsPrincipalFrame G G' S d) :
    G⁻¹ * G' * S = S * diagonal d ∧
      (G⁻¹ * G').charpoly = ∏ i, (Polynomial.X - Polynomial.C (d i)) := by
  obtain ⟨h1, h2⟩ := h
  -- orthonormality for `G` means that the inverse metric is `S Sᵀ`
  have hinv : G⁻¹ = S * Sᵀ := by
    apply Matrix.inv_eq_left_inv
    rw [Matrix.mul_assoc]
    exact mul_eq_one_comm.mp h1
  constructor
  · rw [hinv, ← h2]
    simp only [Matrix.mul_assoc]
  · have hdiag : (diagonal d).charmatrix
        = diagonal fun i => Polynomial.X - Polynomial.C (d i) := by
      ext1 i j
      by_cases hij : i = j
      · subst hij
        simp
      · simp [hij]
    rw [hinv, Matrix.mul_assoc, Matrix.charpoly_mul_comm, h2, Matrix.charpoly, hdiag,
      det_diagonal]

/-- Two positive definite metrics `G` and `G'` have a common principal frame: an invertible `S`
turns `G` into the identity and `G'` into a diagonal matrix with positive entries, and these
entries are the eigenvalues of `G⁻¹ G'`, counted with multiplicity. -/
theorem exists_principal_frame {G G' : Matrix n n ℝ} (hG : G.PosDef) (hG' : G'.PosDef) :
    ∃ (S : Matrix n n ℝ) (d : n → ℝ), IsUnit S.det ∧ (∀ i, 0 < d i) ∧
      IsPrincipalFrame G G' S d ∧
      (G⁻¹ * G').charpoly = ∏ i, (Polynomial.X - Polynomial.C (d i)) := by
  have sym : ∀ {P : Matrix n n ℝ}, P.PosDef → Pᵀ = P := by
    intro P hP
    rw [← conjTranspose_eq_transpose_of_trivial]
    exact hP.isHermitian.eq
  obtain ⟨U, g, hU, hg⟩ := exists_orthogonal_diagonalisation G (sym hG)
  have gpos := diagonal_entries_pos hG hU hg
  -- rescale the eigenvectors of `G` to unit length in the metric `G`
  let D : Matrix n n ℝ := diagonal fun i => (√(g i))⁻¹
  let T : Matrix n n ℝ := U * D
  have hT : Tᵀ * G * T = 1 := by
    have e : Tᵀ * G * T = D * (Uᵀ * G * U) * D := by
      simp only [T, D, transpose_mul, diagonal_transpose, Matrix.mul_assoc]
    rw [e, hg, diagonal_mul_diagonal, diagonal_mul_diagonal, ← diagonal_one]
    congr 1
    funext i
    have h0 : √(g i) ≠ 0 := (Real.sqrt_pos.mpr (gpos i)).ne'
    have h1 := Real.mul_self_sqrt (gpos i).le
    calc (√(g i))⁻¹ * g i * (√(g i))⁻¹
        = (√(g i))⁻¹ * (√(g i) * √(g i)) * (√(g i))⁻¹ := by rw [h1]
      _ = 1 := by field_simp
  -- an orthogonal `V` then diagonalises `Tᵀ G' T` and keeps `Tᵀ G T` equal to the identity
  obtain ⟨V, d, hV, hd⟩ := exists_orthogonal_diagonalisation (Tᵀ * G' * T) (by
    simp only [transpose_mul, transpose_transpose, sym hG', Matrix.mul_assoc])
  have move : ∀ P : Matrix n n ℝ, (T * V)ᵀ * P * (T * V) = Vᵀ * (Tᵀ * P * T) * V := by
    intro P
    simp only [transpose_mul, Matrix.mul_assoc]
  have hS : IsPrincipalFrame G G' (T * V) d :=
    ⟨by rw [move, hT, Matrix.mul_one, hV], by rw [move, hd]⟩
  exact ⟨T * V, d, Matrix.isUnit_det_of_left_inverse hS.1,
    diagonal_entries_pos hG' hS.1 hS.2, hS, hS.eigenvalues.2⟩

/-- If `F` deforms an invertible cell `A` into `F A`, and `G`, `G'` are the metrics of the two
cells, then `G⁻¹ G'` has the same characteristic polynomial as `Fᵀ F`. -/
theorem charpoly_deformation {A : Matrix n n ℝ} (F : Matrix n n ℝ) (hA : IsUnit A.det) :
    ((Aᵀ * A)⁻¹ * ((F * A)ᵀ * (F * A))).charpoly = (Fᵀ * F).charpoly := by
  have hAt : IsUnit Aᵀ.det := by rwa [det_transpose]
  have e : (Aᵀ * A)⁻¹ * ((F * A)ᵀ * (F * A)) = A⁻¹ * (Fᵀ * F * A) := by
    rw [Matrix.mul_inv_rev, transpose_mul]
    calc A⁻¹ * (Aᵀ)⁻¹ * (Aᵀ * Fᵀ * (F * A))
        = A⁻¹ * ((Aᵀ)⁻¹ * Aᵀ) * (Fᵀ * F * A) := by simp only [Matrix.mul_assoc]
      _ = A⁻¹ * (Fᵀ * F * A) := by rw [nonsing_inv_mul _ hAt, Matrix.mul_one]
  rw [e, Matrix.charpoly_mul_comm, Matrix.mul_assoc, mul_nonsing_inv _ hA, Matrix.mul_one]

/-- Let the cells `A` and `F A` have positive definite metrics `G` and `G'`. Then there are
positive stretches `l i` whose squares are the entries of `G'` in a principal frame and the
eigenvalues of `Fᵀ F`, counted with multiplicity. -/
theorem exists_principal_stretches {G G' A F : Matrix n n ℝ} (hG : G.PosDef)
    (hG' : G'.PosDef) (hA : Aᵀ * A = G) (hFA : (F * A)ᵀ * (F * A) = G') :
    ∃ (S : Matrix n n ℝ) (l : n → ℝ), (∀ i, 0 < l i) ∧
      IsPrincipalFrame G G' S (fun i => l i ^ 2) ∧
      (Fᵀ * F).charpoly = ∏ i, (Polynomial.X - Polynomial.C (l i ^ 2)) := by
  have hdet : IsUnit A.det := by
    rw [isUnit_iff_ne_zero]
    intro h0
    have hp := hG.det_pos
    rw [← hA, det_mul, h0, mul_zero] at hp
    exact lt_irrefl _ hp
  obtain ⟨S, d, -, hd, hS, -⟩ := exists_principal_frame hG hG'
  have hl : (fun i => √(d i) ^ 2) = d := funext fun i => Real.sq_sqrt (hd i).le
  have hS' : IsPrincipalFrame G G' S (fun i => √(d i) ^ 2) := by
    rw [hl]
    exact hS
  refine ⟨S, fun i => √(d i), fun i => Real.sqrt_pos.mpr (hd i), hS', ?_⟩
  rw [← charpoly_deformation F hdet, hA, hFA]
  exact hS'.eigenvalues.2

/-- In a frame `S` where a metric `P` is diagonal, the squared length of the vector with
coordinates `y` is the sum of the squared coordinates weighted by the diagonal entries. -/
theorem length_sq_in_frame {P S : Matrix n n ℝ} {d : n → ℝ}
    (h : Sᵀ * P * S = diagonal d) (y : n → ℝ) :
    (S *ᵥ y) ⬝ᵥ P *ᵥ (S *ᵥ y) = ∑ i, d i * y i ^ 2 := by
  have e : (S *ᵥ y) ⬝ᵥ P *ᵥ (S *ᵥ y) = y ⬝ᵥ (Sᵀ * P * S) *ᵥ y := by
    rw [← Matrix.mulVec_mulVec, ← Matrix.mulVec_mulVec, Matrix.dotProduct_mulVec y,
      Matrix.vecMul_transpose]
  rw [e, h, dotProduct]
  refine Finset.sum_congr rfl fun i _ => ?_
  rw [Matrix.mulVec_diagonal]
  ring

/-- If all values `d i` of a principal frame lie between `a` and `b`, then passing from `G` to
`G'` multiplies the squared length of each vector by at least `a` and at most `b`. -/
theorem IsPrincipalFrame.length_sq_bounds {G G' S : Matrix n n ℝ} {d : n → ℝ} {a b : ℝ}
    (h : IsPrincipalFrame G G' S d) (ha : ∀ i, a ≤ d i) (hb : ∀ i, d i ≤ b) (x : n → ℝ) :
    a * (x ⬝ᵥ G *ᵥ x) ≤ x ⬝ᵥ G' *ᵥ x ∧ x ⬝ᵥ G' *ᵥ x ≤ b * (x ⬝ᵥ G *ᵥ x) := by
  -- every vector has coordinates in the principal frame
  obtain ⟨y, rfl⟩ : ∃ y, S *ᵥ y = x :=
    ⟨(Sᵀ * G) *ᵥ x, by rw [Matrix.mulVec_mulVec, mul_eq_one_comm.mp h.1, Matrix.one_mulVec]⟩
  have e := length_sq_in_frame (d := fun _ => 1) (h.1.trans diagonal_one.symm) y
  simp only [one_mul] at e
  rw [e, length_sq_in_frame h.2 y, Finset.mul_sum, Finset.mul_sum]
  exact ⟨Finset.sum_le_sum fun i _ => mul_le_mul_of_nonneg_right (ha i) (sq_nonneg (y i)),
    Finset.sum_le_sum fun i _ => mul_le_mul_of_nonneg_right (hb i) (sq_nonneg (y i))⟩

end PrincipalStretches
```

```lean
#print axioms PrincipalStretches.exists_principal_stretches
-- 'PrincipalStretches.exists_principal_stretches' depends on axioms: [propext, Classical.choice, Quot.sound]
#print axioms PrincipalStretches.IsPrincipalFrame.length_sq_bounds
-- 'PrincipalStretches.IsPrincipalFrame.length_sq_bounds' depends on axioms: [propext, Classical.choice, Quot.sound]
```

## The theorems in words

In Lean, `n` is a finite type of indices, and the dimension is its number of elements. Metrics and cells are real matrices over this type. "Metric" means the Gram matrix of the lattice vectors, not a distance function. The hypothesis `PosDef` contains symmetry as well as positivity; physically, it says that every nonzero combination of lattice vectors has positive length, so that the cell has not collapsed.

`IsPrincipalFrame G G' S d` states the two congruence relations and nothing else. The columns of `S` are fractional coordinate vectors, normalised in $G$ and not in the ordinary dot product. If $G$ is in squared ångströms, `S` is in inverse ångströms and the `d i` are pure numbers, provided that both metrics use the same unit.

`exists_principal_frame` takes two positive definite metrics and supplies `S` with invertible determinant, positive `d`, the frame relations and the characteristic polynomial of `G⁻¹ * G'`. `IsPrincipalFrame.eigenvalues` adds the eigenvector equation for any principal frame.

`exists_principal_stretches` brings in the cells through `Aᵀ * A = G` and `(F * A)ᵀ * (F * A) = G'`. It gives positive `l i` whose squares are both the frame values and the roots of the characteristic polynomial of `Fᵀ * F`. `IsPrincipalFrame.length_sq_bounds` is the two-sided bound, with `x ⬝ᵥ G *ᵥ x` for $x^TGx$.

## How the lemmas build the frame

`exists_orthogonal_diagonalisation` takes Mathlib's orthonormal eigenvector basis of a symmetric matrix and arranges it as the columns of `U`. The letter `A` there is any symmetric matrix, not a cell. `diagonal_entries_pos` shows that a column of `S` cannot vanish if `S` has a left inverse, and reads the diagonal entry as the squared length of that column. It serves twice, for the $g_i$ and for the $d_i$.

In `exists_principal_frame`, `hT` is the rescaling to $T^TGT=1$, and `move` regroups the product so that $V$ acts on $T^TGT$ and $T^TG'T$. `charpoly_deformation` cancels $A^{-T}A^T$ and then $AA^{-1}$. `exists_principal_stretches` first gets $\det A\ne0$ from $\det G>0$, then sets $l_i=\sqrt{d_i}$. `length_sq_in_frame` supplies the weighted sum of squares, which the bound compares term by term.

## Cyclic products and `Matrix.charpoly_mul_comm`

The Mathlib lemma `Matrix.charpoly_mul_comm` says that $MN$ and $NM$ have the same characteristic polynomial for square matrices $M$ and $N$, invertible or not. It replaces both similarity arguments of the derivation.

In `IsPrincipalFrame.eigenvalues`, substituting $G^{-1}=SS^T$ turns the matrix into $S\,(S^TG')$. Moving the first factor to the end gives $(S^TG')\,S$, which is $\mathrm{diag}(d_i)$ by hypothesis. In `charpoly_deformation`, the same move takes $A^{-1}(F^TFA)$ to $(F^TFA)A^{-1}=F^TF$.

Multiplicities come with the polynomial, so a repeated stretch needs no separate discussion of eigenspaces. The equation $G^{-1}G'S=S\,\mathrm{diag}(d_i)$ alone would say less: it holds for $S=0$ with any $d_i$.

## What a code can rely on, and what it must check itself

For real positive definite metrics of any finite dimension, the squared stretches are real and positive, they account for the whole spectrum of $G^{-1}G'$, and they control the change of every squared length. The theorems concern real numbers and say nothing about rounding, which matters when $G$ is nearly singular.

The frame is not claimed to be unique, and the `d i` come in no particular order. Reversing the sign of a column of $S$ gives another valid frame, so two programs should be compared by their stretches before their eigenvectors. The metrics also carry no record of a rotation of the deformed cell, and $F$ may include a reflection.

The step from the model to a real crystal is the matching of lattice vectors. The hypotheses take column $i$ of $FA$ to be the deformed image of column $i$ of $A$. If a code reduces the cell or relabels its vectors between two snapshots, the theorems still hold for the matrices it supplies, but the resulting $F$ need not be the deformation that the material underwent.
